# For non-negative arguments, the arctangent is at least its cubic Taylor polynomial

The lemma `cubic_le_arctan` states that x − x³/3 ≤ arctan x for every real x ≥ 0. It is a statement of real analysis alone: no physical system or model enters it, and its only assumption is that x is non-negative. The attempt takes the function arctan z − z + z³/3 and shows that its derivative at y is y⁴/(1 + y²), which is never negative. The function is therefore monotone, and comparing its value at x with its value 0 at the origin gives the inequality.

In Lean, a first try:

```lean
import Mathlib

open Matrix Filter Topology
open scoped ComplexOrder

namespace CubicLeArctan

noncomputable section

/-- For `x ≥ 0` the arctangent is at least its cubic Taylor polynomial. -/
lemma cubic_le_arctan {x : ℝ} (hx : 0 ≤ x) : x - x ^ 3 / 3 ≤ Real.arctan x := by
  have hd : ∀ y : ℝ, HasDerivAt (fun z : ℝ => Real.arctan z - z + z ^ 3 / 3)
      (y ^ 4 / (1 + y ^ 2)) y := by
    intro y
    have h3 : HasDerivAt (fun z : ℝ => z ^ 3 / 3) (y ^ 2) y := by
      convert (hasDerivAt_pow 3 y).div_const 3 using 1
      norm_num
    have hne : 1 + y ^ 2 ≠ 0 := by positivity
    refine (((Real.hasDerivAt_arctan y).fun_sub (hasDerivAt_id' y)).fun_add h3).congr_deriv ?_
    rw [eq_div_iff hne]
    linear_combination one_div_mul_cancel hne
  have hmono := monotone_of_deriv_nonneg (fun y => (hd y).differentiableAt)
    (fun y => by rw [(hd y).deriv]; positivity)
  have h := hmono hx
  norm_num at h
  linarith

end

end CubicLeArctan
```

The compiler's answer:

```
Main.lean:15:63: error: unsolved goals
case e'_4
x : ℝ
hx : 0 ≤ x
y : ℝ
⊢ Real.instAddCommGroup = NormedField.toNormedDivisionRing.toAddCommGroup

case e'_5
x : ℝ
hx : 0 ≤ x
y : ℝ
e_4✝ : Real.instAddCommGroup = NormedField.toNormedDivisionRing.toAddCommGroup
⊢ Semiring.toModule = (NormedAlgebra.toNormedSpace ℝ).toModule

case e'_9
x : ℝ
hx : 0 ≤ x
y : ℝ
⊢ y ^ 2 = ↑3 * y ^ (3 - 1) / 3
```

What went wrong. The error lies in `h3`, the claim that z³/3 has derivative y². `convert ... using 1` matched this claim with the library's derivative fact piece by piece, and left equations between the pieces it had not identified. Two of the goals in the message equate instances on the reals, one for the additive group and one for the module structure. The third is the wanted arithmetic, `y ^ 2 = ↑3 * y ^ (3 - 1) / 3`. It is still unsimplified because `norm_num` works only on the first goal and so never reached it.

The repair uses `congr_deriv`, which asks only for an equality of the two derivative values. The instances are now matched by unification, up to definitional equality, and yield no goals. `change` restates the remaining goal with the exponent `3 - 1` as `2`, `push_cast` turns the cast natural number 3 into the real 3, and `ring` closes the equation.

Fix (accepted with no message):

```diff
@@ -14,6 +14,8 @@
     intro y
     have h3 : HasDerivAt (fun z : ℝ => z ^ 3 / 3) (y ^ 2) y := by
-      convert (hasDerivAt_pow 3 y).div_const 3 using 1
-      norm_num
+      refine ((hasDerivAt_pow 3 y).div_const 3).congr_deriv ?_
+      change ((3 : ℕ) : ℝ) * y ^ 2 / 3 = y ^ 2
+      push_cast
+      ring
     have hne : 1 + y ^ 2 ≠ 0 := by positivity
     refine (((Real.hasDerivAt_arctan y).fun_sub (hasDerivAt_id' y)).fun_add h3).congr_deriv ?_
```
